# Otter's dissimilarity formula: in a finite tree, vertex orbits minus edge orbits plus exchanged-edge orbits equal one

To turn counts of alkane skeletons with a marked carbon atom or bond into counts of unmarked skeletons, one uses a signed count of symmetry classes that equals one for every skeleton. The theorem `otter_dissimilarity` proves this identity for any finite tree and any group of its automorphisms.

```lean
import Mathlib

open SimpleGraph

namespace OtterDissimilarity

variable {V : Type*} {G : SimpleGraph V}

/-- The vertices equivalent to `v` under the group `Γ` of graph automorphisms. -/
def vertexOrbit (Γ : Subgroup (G ≃g G)) (v : V) : Set V :=
  {w | ∃ g ∈ Γ, g v = w}

/-- The unordered pairs of vertices equivalent to the pair `e` under `Γ`. -/
def edgeOrbit (Γ : Subgroup (G ≃g G)) (e : Sym2 V) : Set (Sym2 V) :=
  {f | ∃ g ∈ Γ, Sym2.map g e = f}

/-- Some automorphism in `Γ` exchanges the two ends of `e`. -/
def Exchanged (Γ : Subgroup (G ≃g G)) (e : Sym2 V) : Prop :=
  ∃ g ∈ Γ, ∃ u v, e = s(u, v) ∧ g u = v ∧ g v = u

/-- The number of classes of equivalent vertices. -/
noncomputable def numVertexOrbits (Γ : Subgroup (G ≃g G)) : ℕ :=
  (Set.range (vertexOrbit Γ)).ncard

/-- The number of classes of equivalent edges. -/
noncomputable def numEdgeOrbits (Γ : Subgroup (G ≃g G)) : ℕ :=
  (edgeOrbit Γ '' G.edgeSet).ncard

/-- The number of classes of edges whose ends are exchanged by some automorphism in `Γ`. -/
noncomputable def numExchangedOrbits (Γ : Subgroup (G ≃g G)) : ℕ :=
  (edgeOrbit Γ '' {e | e ∈ G.edgeSet ∧ Exchanged Γ e}).ncard

/-- The sum of the graph distances from `v` to all vertices. -/
noncomputable def distSum [Fintype V] (G : SimpleGraph V) (v : V) : ℕ :=
  ∑ w, G.dist v w

lemma vertexOrbit_eq_iff (Γ : Subgroup (G ≃g G)) {u v : V} :
    vertexOrbit Γ u = vertexOrbit Γ v ↔ ∃ g ∈ Γ, g u = v := by
  constructor
  · intro h
    have hv : v ∈ vertexOrbit Γ v := ⟨1, Γ.one_mem, rfl⟩
    rw [← h] at hv
    exact hv
  · rintro ⟨g, hg, rfl⟩
    ext x
    constructor
    · rintro ⟨k, hk, rfl⟩
      exact ⟨k * g⁻¹, Γ.mul_mem hk (Γ.inv_mem hg), by simp [RelIso.mul_apply]⟩
    · rintro ⟨k, hk, rfl⟩
      exact ⟨k * g, Γ.mul_mem hk hg, rfl⟩

lemma edgeOrbit_eq_iff (Γ : Subgroup (G ≃g G)) {e f : Sym2 V} :
    edgeOrbit Γ e = edgeOrbit Γ f ↔ ∃ g ∈ Γ, Sym2.map g e = f := by
  constructor
  · intro h
    have hf : f ∈ edgeOrbit Γ f :=
      ⟨1, Γ.one_mem, by induction f using Sym2.ind with | _ a b => rfl⟩
    rw [← h] at hf
    exact hf
  · rintro ⟨g, hg, rfl⟩
    induction e using Sym2.ind with | _ a b =>
    ext x
    constructor
    · rintro ⟨k, hk, rfl⟩
      refine ⟨k * g⁻¹, Γ.mul_mem hk (Γ.inv_mem hg), ?_⟩
      change s((k * g⁻¹) (g a), (k * g⁻¹) (g b)) = s(k a, k b)
      simp [RelIso.mul_apply]
    · rintro ⟨k, hk, rfl⟩
      exact ⟨k * g, Γ.mul_mem hk hg, rfl⟩

lemma ncard_image_congr {X α β : Type*} (s : Set X) (F : X → α) (H : X → β)
    (h : ∀ x ∈ s, ∀ y ∈ s, (F x = F y ↔ H x = H y)) :
    (F '' s).ncard = (H '' s).ncard := by
  refine Set.ncard_congr (fun a ha => H ha.choose) ?_ ?_ ?_
  · intro a ha
    exact ⟨ha.choose, ha.choose_spec.1, rfl⟩
  · intro a b ha hb hab
    rw [← ha.choose_spec.2, ← hb.choose_spec.2]
    exact (h _ ha.choose_spec.1 _ hb.choose_spec.1).2 hab
  · rintro _ ⟨x, hx, rfl⟩
    have hF : F x ∈ F '' s := ⟨x, hx, rfl⟩
    exact ⟨F x, hF, (h _ hF.choose_spec.1 _ hx).1 hF.choose_spec.2⟩

/-- In a tree, at most one neighbour of `v` is no farther from `w` than `v` itself. -/
theorem closer_neighbour_unique (hG : G.IsTree) {v a b w : V} (ha : G.Adj v a)
    (hb : G.Adj v b) (hda : G.dist a w ≤ G.dist v w) (hdb : G.dist b w ≤ G.dist v w) :
    a = b := by
  classical
  obtain ⟨p, hp, -⟩ := hG.1.exists_path_of_dist v w
  -- the path from `v` to `w` starts with a step to any such neighbour
  have key : ∀ x (h : G.Adj v x), G.dist x w ≤ G.dist v w →
      ∃ q : G.Walk x w, Walk.cons h q = p := by
    intro x h hd
    obtain ⟨q, hq, hql⟩ := hG.1.exists_path_of_dist x w
    by_cases hv : v ∈ q.support
    · have h1 := congrArg Walk.length (q.take_spec hv)
      rw [Walk.length_append] at h1
      have h2 := SimpleGraph.dist_le (q.dropUntil v hv)
      have h3 : (q.takeUntil v hv).length = 0 := by omega
      exact absurd (Walk.eq_of_length_eq_zero h3).symm h.ne
    · exact ⟨q, congrArg Subtype.val (@Subsingleton.elim _ (hG.2.subsingleton_path v w)
        ⟨Walk.cons h q, (Walk.cons_isPath_iff _ _).2 ⟨hq, hv⟩⟩ ⟨p, hp⟩)⟩
  obtain ⟨q, hq⟩ := key a ha hda
  obtain ⟨r, hr⟩ := key b hb hdb
  exact (Walk.cons.inj (hq.trans hr.symm)).1

variable [Fintype V]

/-- The distance sum of a tree is strictly convex: twice its value at `v` is less than the
sum of its values at two distinct neighbours of `v`. -/
theorem distSum_convex (hG : G.IsTree) {v a b : V} (ha : G.Adj v a) (hb : G.Adj v b)
    (hab : a ≠ b) : 2 * distSum G v < distSum G a + distSum G b := by
  have h1 : G.dist v a = 1 := dist_eq_one_iff_adj.2 ha
  have h2 : G.dist v b = 1 := dist_eq_one_iff_adj.2 hb
  unfold distSum
  rw [Finset.mul_sum, ← Finset.sum_add_distrib]
  refine Finset.sum_lt_sum (fun w _ => ?_) ⟨v, Finset.mem_univ v, ?_⟩
  · by_contra hlt
    have h3 : G.dist v w ≤ G.dist v a + G.dist a w := hG.1.dist_triangle
    have h4 : G.dist v w ≤ G.dist v b + G.dist b w := hG.1.dist_triangle
    exact hab (closer_neighbour_unique (w := w) hG ha hb (by omega) (by omega))
  · have h3 : G.dist a v = 1 := dist_eq_one_iff_adj.2 ha.symm
    have h4 : G.dist v v = 0 := SimpleGraph.dist_self
    omega

lemma inner_unique (hG : G.IsTree) {v a b : V} (ha : G.Adj v a) (hb : G.Adj v b)
    (h1 : distSum G a ≤ distSum G v) (h2 : distSum G b ≤ distSum G v) : a = b := by
  by_contra hab
  have := distSum_convex hG ha hb hab
  omega

/-- Automorphisms of a connected graph preserve the distance sum. -/
theorem distSum_map (hG : G.Connected) (g : G ≃g G) (v : V) :
    distSum G (g v) = distSum G v := by
  have hle : ∀ (k : G ≃g G) (a b : V), G.dist (k a) (k b) ≤ G.dist a b := by
    intro k a b
    obtain ⟨p, hp⟩ := hG.exists_walk_length_eq_dist a b
    have h := SimpleGraph.dist_le (p.map k.toHom)
    rw [Walk.length_map, hp] at h
    exact h
  have heq : ∀ w, G.dist (g v) (g w) = G.dist v w := fun w =>
    le_antisymm (hle g v w) (by simpa using hle g.symm (g v) (g w))
  unfold distSum
  rw [← Equiv.sum_comp g.toEquiv (fun w => G.dist (g v) w)]
  exact Finset.sum_congr rfl fun w _ => heq w

lemma exists_inner (hG : G.IsTree) {c : V} (hc : ∀ x, distSum G c ≤ distSum G x) (n : ℕ) :
    ∀ v, G.dist v c = n + 1 → ∃ w, G.Adj v w ∧ G.dist w c = n ∧
      distSum G w ≤ distSum G v ∧ (w ≠ c → distSum G w < distSum G v) := by
  induction n with
  | zero =>
    intro v hv
    exact ⟨c, dist_eq_one_iff_adj.1 hv, SimpleGraph.dist_self, hc v, fun h => absurd rfl h⟩
  | succ n ih =>
    intro v hv
    obtain ⟨p, hp⟩ := hG.1.exists_walk_length_eq_dist v c
    cases p with
    | nil => simp at hv
    | @cons _ w _ h q =>
      rw [Walk.length_cons] at hp
      have h1 := SimpleGraph.dist_le q
      have h2 : G.dist v c ≤ G.dist v w + G.dist w c := hG.1.dist_triangle
      have h3 : G.dist v w = 1 := dist_eq_one_iff_adj.2 h
      have hw : G.dist w c = n + 1 := by omega
      obtain ⟨x, hx, hxd, hxs, -⟩ := ih w hw
      have hxv : x ≠ v := by
        rintro rfl
        omega
      -- convexity propagates the descent outwards
      have := distSum_convex hG hx h.symm hxv
      exact ⟨w, h, hw, by omega, fun _ => by omega⟩

lemma exists_inner_of_ne (hG : G.IsTree) {c v : V} (hc : ∀ x, distSum G c ≤ distSum G x)
    (hv : v ≠ c) : ∃ w, G.Adj v w ∧ distSum G w ≤ distSum G v ∧
      (w ≠ c → distSum G w < distSum G v) := by
  have hpos := hG.1.pos_dist_of_ne hv
  obtain ⟨w, h1, -, h2⟩ := exists_inner hG hc (G.dist v c - 1) v (by omega)
  exact ⟨w, h1, h2⟩

/-- In a tree, an edge whose ends have equal distance sums contains every vertex `c`
that minimises the distance sum. -/
theorem tie_contains_min (hG : G.IsTree) {c v w : V} (hc : ∀ x, distSum G c ≤ distSum G x)
    (h : G.Adj v w) (ht : distSum G v = distSum G w) : v = c ∨ w = c := by
  by_contra hn
  push Not at hn
  obtain ⟨x, hx, hxs, hlt⟩ := exists_inner_of_ne hG hc hn.1
  have hxw : x = w := inner_unique hG hx h hxs ht.ge
  subst hxw
  have := hlt hn.2
  omega

/-- A finite tree has at most one edge whose ends are exchanged by an automorphism in `Γ`. -/
theorem exchanged_unique (hG : G.IsTree) (Γ : Subgroup (G ≃g G)) {e f : Sym2 V}
    (he : e ∈ G.edgeSet) (hf : f ∈ G.edgeSet) (hse : Exchanged Γ e) (hsf : Exchanged Γ f) :
    e = f := by
  obtain ⟨g, -, u, v, rfl, hg, -⟩ := hse
  obtain ⟨k, -, x, y, rfl, hk, -⟩ := hsf
  have huv : G.Adj u v := he
  have hxy : G.Adj x y := hf
  have h1 := distSum_map hG.1 g u
  have h2 := distSum_map hG.1 k x
  rw [hg] at h1
  rw [hk] at h2
  have : Nonempty V := ⟨u⟩
  obtain ⟨c, hc⟩ := Finite.exists_min (distSum G)
  -- both ends of the first edge minimise the distance sum
  have hu : ∀ z, distSum G u ≤ distSum G z := by
    intro z
    have := hc z
    rcases tie_contains_min hG hc huv h1.symm with h | h <;> subst h <;> omega
  have hv : ∀ z, distSum G v ≤ distSum G z := fun z => h1.trans_le (hu z)
  have hne := huv.ne
  rcases tie_contains_min hG hu hxy h2.symm with h | h <;>
    rcases tie_contains_min hG hv hxy h2.symm with h' | h'
  · exact absurd (h.symm.trans h') hne
  · rw [h, h']
  · rw [h, h', Sym2.eq_swap]
  · exact absurd (h.symm.trans h') hne

/-- Otter's dissimilarity formula: for a finite tree and any group `Γ` of its automorphisms,
vertex orbits minus edge orbits plus orbits of edges with exchanged ends equals one. -/
theorem otter_dissimilarity (hG : G.IsTree) (Γ : Subgroup (G ≃g G)) :
    (numVertexOrbits Γ : ℤ) - numEdgeOrbits Γ + numExchangedOrbits Γ = 1 := by
  classical
  have : Nonempty V := hG.1.nonempty
  obtain ⟨c, hc⟩ := Finite.exists_min (distSum G)
  have hpar : ∀ v, ∃ w, v ≠ c → G.Adj v w ∧ distSum G w ≤ distSum G v := by
    intro v
    by_cases hv : v = c
    · exact ⟨v, fun h => absurd hv h⟩
    · obtain ⟨w, h1, h2, -⟩ := exists_inner_of_ne hG hc hv
      exact ⟨w, fun _ => ⟨h1, h2⟩⟩
  choose p hp using hpar
  let X : Set V := {v | vertexOrbit Γ v ≠ vertexOrbit Γ c}
  have hXc : ∀ v ∈ X, v ≠ c := fun v hv h => hv (by rw [h])
  have inv := distSum_map hG.1
  -- orbits of vertices outside the orbit of `c` match orbits of their inward edges
  have key1 : (vertexOrbit Γ '' X).ncard =
      ((fun v => edgeOrbit Γ s(v, p v)) '' X).ncard := by
    refine ncard_image_congr X _ _ fun x hx y hy => ?_
    have hpx := hp x (hXc x hx)
    have hpy := hp y (hXc y hy)
    rw [vertexOrbit_eq_iff, edgeOrbit_eq_iff]
    constructor
    · rintro ⟨g, hg, rfl⟩
      have h : g (p x) = p (g x) := inner_unique hG (g.map_adj_iff.2 hpx.1) hpy.1
        (by rw [inv, inv]; exact hpx.2) hpy.2
      refine ⟨g, hg, ?_⟩
      change s(g x, g (p x)) = _
      rw [h]
    · rintro ⟨g, hg, h⟩
      change s(g x, g (p x)) = s(y, p y) at h
      rcases Sym2.eq_iff.1 h with ⟨h1, -⟩ | ⟨h1, h2⟩
      · exact ⟨g, hg, h1⟩
      · have i1 := inv g x
        have i2 := inv g (p x)
        rw [h1] at i1
        rw [h2] at i2
        rcases tie_contains_min hG hc hpy.1 (by omega) with h3 | h3
        · exact absurd h3 (hXc y hy)
        · exact absurd ((vertexOrbit_eq_iff Γ).2 ⟨g, hg, h1.trans h3⟩) hx
  -- the inward edges represent exactly the orbits of edges that are not exchanged
  have hin : ∀ u w, G.Adj u w → ¬ Exchanged Γ s(u, w) → distSum G w ≤ distSum G u →
      edgeOrbit Γ s(u, w) ∈ (fun v => edgeOrbit Γ s(v, p v)) '' X := by
    intro u w h hne hle
    by_cases hu : vertexOrbit Γ u = vertexOrbit Γ c
    · obtain ⟨g, hg, hgu⟩ := (vertexOrbit_eq_iff Γ).1 hu
      have i1 := inv g u
      rw [hgu] at i1
      have i2 := hc w
      have hw : w ∈ X := by
        intro hw
        obtain ⟨k, hk, hku⟩ := (vertexOrbit_eq_iff Γ).1 (hu.trans hw.symm)
        have hadj : G.Adj w (k w) := by
          have := k.map_adj_iff.2 h
          rwa [hku] at this
        have hkw : k w = u := inner_unique hG hadj h.symm (inv k w).le (by omega)
        exact hne ⟨k, hk, u, w, rfl, hku, hkw⟩
      have hpw := hp w (hXc w hw)
      have h3 : p w = u := inner_unique hG hpw.1 h.symm hpw.2 (by omega)
      refine ⟨w, hw, ?_⟩
      change edgeOrbit Γ s(w, p w) = _
      rw [h3, Sym2.eq_swap]
    · have hpu := hp u (hXc u hu)
      have h3 : p u = w := inner_unique hG hpu.1 h hpu.2 hle
      refine ⟨u, hu, ?_⟩
      change edgeOrbit Γ s(u, p u) = _
      rw [h3]
  have key2 : (fun v => edgeOrbit Γ s(v, p v)) '' X =
      edgeOrbit Γ '' {e | e ∈ G.edgeSet ∧ ¬ Exchanged Γ e} := by
    apply Set.Subset.antisymm
    · rintro _ ⟨v, hv, rfl⟩
      have hpv := hp v (hXc v hv)
      refine ⟨s(v, p v), ⟨hpv.1, ?_⟩, rfl⟩
      rintro ⟨g, hg, a, b, hab, h1, h2⟩
      have hgv : g v = p v := by
        rcases Sym2.eq_iff.1 hab with ⟨h3, h4⟩ | ⟨h3, h4⟩
        · rw [h4, h3, h1]
        · rw [h4, h3, h2]
      have i1 := inv g v
      rw [hgv] at i1
      rcases tie_contains_min hG hc hpv.1 i1.symm with h3 | h3
      · exact hXc v hv h3
      · exact hv ((vertexOrbit_eq_iff Γ).2 ⟨g, hg, hgv.trans h3⟩)
    · rintro _ ⟨e, ⟨he, hne⟩, rfl⟩
      induction e using Sym2.ind with | _ u w =>
      have h : G.Adj u w := he
      rcases le_total (distSum G w) (distSum G u) with hle | hle
      · exact hin u w h hne hle
      · rw [Sym2.eq_swap] at hne ⊢
        exact hin w u h.symm hne hle
  have hV : numVertexOrbits Γ = (vertexOrbit Γ '' X).ncard + 1 := by
    have hr : Set.range (vertexOrbit Γ) = insert (vertexOrbit Γ c) (vertexOrbit Γ '' X) := by
      apply Set.Subset.antisymm
      · rintro _ ⟨v, rfl⟩
        by_cases hv : vertexOrbit Γ v = vertexOrbit Γ c
        · exact Or.inl hv
        · exact Or.inr ⟨v, hv, rfl⟩
      · rintro _ (rfl | ⟨v, -, rfl⟩)
        · exact ⟨c, rfl⟩
        · exact ⟨v, rfl⟩
    have hn : vertexOrbit Γ c ∉ vertexOrbit Γ '' X := fun ⟨_, hv, h⟩ => hv h
    rw [numVertexOrbits, hr, Set.ncard_insert_of_notMem hn (Set.toFinite _)]
  have hE : numEdgeOrbits Γ = numExchangedOrbits Γ +
      (edgeOrbit Γ '' {e | e ∈ G.edgeSet ∧ ¬ Exchanged Γ e}).ncard := by
    have hs : G.edgeSet = {e | e ∈ G.edgeSet ∧ Exchanged Γ e} ∪
        {e | e ∈ G.edgeSet ∧ ¬ Exchanged Γ e} := by
      ext e
      simp only [Set.mem_union, Set.mem_ofPred_eq]
      tauto
    have hd : Disjoint (edgeOrbit Γ '' {e | e ∈ G.edgeSet ∧ Exchanged Γ e})
        (edgeOrbit Γ '' {e | e ∈ G.edgeSet ∧ ¬ Exchanged Γ e}) := by
      rw [Set.disjoint_left]
      rintro _ ⟨e, ⟨-, k, hk, a, b, rfl, h1, h2⟩, rfl⟩ ⟨f, ⟨-, hf⟩, hfe⟩
      obtain ⟨g, hg, rfl⟩ := (edgeOrbit_eq_iff Γ).1 hfe.symm
      -- conjugation carries the exchange to the equivalent edge
      exact hf ⟨g * k * g⁻¹, Γ.mul_mem (Γ.mul_mem hg hk) (Γ.inv_mem hg), g a, g b, rfl,
        by simp [RelIso.mul_apply, h1], by simp [RelIso.mul_apply, h2]⟩
    rw [numEdgeOrbits, numExchangedOrbits,
      ← Set.ncard_union_eq hd (Set.toFinite _) (Set.toFinite _), ← Set.image_union, ← hs]
  rw [key2] at key1
  omega

/-- If some automorphism in `Γ` exchanges the ends of an edge of a finite tree, then there
are as many vertex orbits as edge orbits. -/
theorem orbits_eq_of_exchanged (hG : G.IsTree) (Γ : Subgroup (G ≃g G)) {e : Sym2 V}
    (he : e ∈ G.edgeSet) (hs : Exchanged Γ e) : numVertexOrbits Γ = numEdgeOrbits Γ := by
  have h1 : {f | f ∈ G.edgeSet ∧ Exchanged Γ f} = {e} := by
    ext f
    constructor
    · rintro ⟨hf, hsf⟩
      exact exchanged_unique hG Γ hf he hsf hs
    · rintro rfl
      exact ⟨he, hs⟩
  have h2 : numExchangedOrbits Γ = 1 := by
    rw [numExchangedOrbits, h1, Set.image_singleton, Set.ncard_singleton]
  have := otter_dissimilarity hG Γ
  omega

end OtterDissimilarity
```

```lean
#print axioms OtterDissimilarity.otter_dissimilarity
#print axioms OtterDissimilarity.orbits_eq_of_exchanged
```

```
'OtterDissimilarity.otter_dissimilarity' depends on axioms: [propext, Classical.choice, Quot.sound]
'OtterDissimilarity.orbits_eq_of_exchanged' depends on axioms: [propext, Classical.choice, Quot.sound]
```

## Carbon skeletons and their symmetry classes

The vertices of `G` are carbon atoms and its edges are C–C bonds; hydrogens are left out. `IsTree` says that the skeleton is connected, acyclic and nonempty, and `Fintype V` makes it finite. No valence limit is needed. `Γ` is a subgroup of the automorphisms `G ≃g G`; the full group is the case `Γ = ⊤`. These symmetries preserve bonding only, so stereochemistry plays no part.

Two atoms are equivalent if a member of `Γ` carries one to the other. Bonds are unordered pairs, of type `Sym2 V`, with the analogous equivalence. A bond is `Exchanged` if a member of `Γ` swaps its ends. Writing $n_v$, $n_e$ and $n_s$ for the numbers of classes of atoms, bonds and exchanged bonds, the theorem reads

$$n_v-n_e+n_s=1,$$

stated in the integers, where subtraction has its usual meaning. With the full group, propane gives $2-1+0$ and n-butane $2-2+1$.

The Lean theorem treats one skeleton at a time; the sum over skeletons is done here by hand. With the full group, $n_v$ counts the distinct ways to mark an atom and $n_e$ those to mark a bond. Adding the identity over all alkane skeletons of a given size therefore gives their number as atom-marked minus bond-marked skeletons, plus those with a marked exchanged bond.

In a non-interacting tight-binding model on a finite tree, with one orbital per site, equal site energies and equal couplings, atoms in one orbit have the same local density of states.

Exchange must not be confused with leaving the unordered pair unchanged. The identity does the latter to every bond, and propane would then give $2-1+1=2$. `Exchanged` therefore requires `g u = v` and `g v = u`.

## Distance sums point to a minimiser

Let $d(v,w)$ be the number of bonds between $v$ and $w$, and let $D(v)=\sum_w d(v,w)$, which is `distSum`.

Suppose a neighbour $a$ of $v$ has $d(a,w)\le d(v,w)$. A shortest path from $a$ to $w$ avoids $v$, since otherwise its length would be at least $1+d(v,w)$. Putting $v$ in front gives the unique path from $v$ to $w$, so $a$ is its second vertex. At most one neighbour qualifies (`closer_neighbour_unique`).

Hence, for distinct neighbours $a,b$ of $v$, one of $d(a,w),d(b,w)$ is at least $d(v,w)+1$, and the other is at least $d(v,w)-1$. Their sum is at least $2d(v,w)$, strictly more at $w=v$. Summing over $w$ gives `distSum_convex`:

$$2D(v)<D(a)+D(b).$$

So at most one neighbour of $v$ has $D\le D(v)$ (`inner_unique`).

Let $c$ minimise $D$. Along a path leaving $c$, the first increment of $D$ is nonnegative and, by convexity, each later one is larger than the one before. The part needed here is `exists_inner`, proved by induction on the distance from $c$: each $v\ne c$ has a neighbour one step nearer $c$ whose $D$ is no larger than $D(v)$, and strictly smaller unless that neighbour is $c$. Every $v\ne c$ thus has exactly one neighbour $p(v)$ with $D(p(v))\le D(v)$, and the inequality is strict if $p(v)\ne c$. An edge with equal $D$ at its ends must therefore contain $c$ (`tie_contains_min`).

## Matching atoms with bonds

Automorphisms preserve distances, hence $D$ (`distSum_map`). Let $X$ be the vertices outside the orbit of $c$, and send $v\in X$ to the edge $\{v,p(v)\}$.

- **Equivalent vertices give equivalent edges.** If $gx=y$, then $g\,p(x)$ is a neighbour of $y$ with $D\le D(y)$, so it is $p(y)$.
- **Equivalent edges come from equivalent vertices.** If $g$ carries $\{x,p(x)\}$ to $\{y,p(y)\}$ but $gx=p(y)$ and $g\,p(x)=y$, then $D(y)=D(p(y))$. The edge contains $c$, and $y\ne c$, so $gx=c$, contradicting $x\in X$. With `ncard_image_congr`, these two points give `key1`.
- **These edges are not exchanged.** An exchange of $v$ and $p(v)$ would force $p(v)=c$ and put $v$ in the orbit of $c$.
- **Every class of non-exchanged edges occurs.** Take such an edge $\{u,w\}$ with $D(w)\le D(u)$. If $u\in X$, then $w=p(u)$. Otherwise $D(u)$ is minimal and $D(w)=D(u)$. If some $k\in\Gamma$ had $ku=w$, then $kw$ and $u$ would both be neighbours of $w$ with $D\le D(w)$, so $kw=u$, an exchange. Hence $w\in X$ and $p(w)=u$. The last two points give `key2`.

Conjugation carries exchanges to equivalent edges, so no edge class mixes the two kinds. There are $n_v-1$ vertex orbits in $X$ and $n_e-n_s$ classes of non-exchanged edges. Equating them proves the formula; `hV`, `hE` and `omega` do this count.

The ends of an exchanged edge have equal $D$, so the edge contains every minimiser of $D$. Both its ends are then minimisers, and any other exchanged edge would have to contain both. There is thus at most one such edge (`exchanged_unique`), and when it exists, $n_v=n_e$ (`orbits_eq_of_exchanged`).
